# For 0 < d < 2, the quadratic term of the one-loop QED vacuum polarization merges with the mass term and leaves a transverse tensor

## Where does the cutoff's photon mass go?

If I cut off the one-loop vacuum polarization at loop momentum $\Lambda$ in four dimensions, I am left with a piece that grows like $\Lambda^2 g^{\mu\nu}$. Contraction with the photon momentum $q$ doesn't remove it, so it acts as a photon mass and breaks gauge invariance. In dimensional regularization it is gone. Is it discarded by decree, or does it really cancel? The quadratic term and the mass term are different integrals, so I don't see how one can know about the other.

## A total derivative ties the two integrals together

For $0<d<2$ nothing is discarded: both integrals converge, integration by parts relates them, and the terms that would give the photon a mass cancel. Dimensional regularization continues that result to $d$ near 4. At fixed Feynman parameter $x$, let $D=\Delta=m^2-x(1-x)q^2>0$, where $m$ is the electron mass and the metric is such that $q^2>0$ for timelike $q$, and let $l$ be the magnitude of the Euclidean loop momentum, after the shift that removes the term linear in it from the denominator. Define

$$I_1=\int_0^\infty\frac{l^{d+1}}{(l^2+D)^2}\,dl,\qquad I_2=\int_0^\infty\frac{l^{d-1}}{(l^2+D)^2}\,dl .$$

Near zero the integrands behave as $l^{d+1}$ and $l^{d-1}$, integrable for $d>0$. At infinity they fall as $l^{d-3}$ and $l^{d-5}$, integrable for $d<2$. Now differentiate:

$$\frac{d}{dl}\frac{l^d}{l^2+D}=\frac{d\,l^{d-1}(l^2+D)-2l^{d+1}}{(l^2+D)^2}=\frac{dD\,l^{d-1}-(2-d)\,l^{d+1}}{(l^2+D)^2}.$$

Integrating from $0$ to $\Lambda$ leaves the surface term $\Lambda^d/(\Lambda^2+D)$. In four dimensions it grows like $\Lambda^2$ and is the source of your photon mass. For $d<2$ it vanishes as $\Lambda\to\infty$, so $dD\,I_2=(2-d)I_1$, or

$$\left(\tfrac2d-1\right)I_1=D\,I_2 .$$

After Wick rotation and angular averaging, the polarization is, up to a constant,

$$\left(1-\tfrac2d\right)I_1g^{\mu\nu}+\left(m^2+x(1-x)q^2\right)I_2g^{\mu\nu}-2x(1-x)I_2q^\mu q^\nu .$$

The first term equals $-D\,I_2g^{\mu\nu}$. Since $m^2-D=x(1-x)q^2$, the sum is

$$2x(1-x)I_2\,(q^2g^{\mu\nu}-q^\mu q^\nu),$$

and contraction with $q_\nu$ gives $q^2q^\mu-q^\mu q^2=0$.

As $d\to2$ from below, $D\,I_2\to\tfrac12$: the vanishing factor $2/d-1$ times the diverging $I_1$ stays finite. At $d=2$ itself the identity fails. The factor is zero, so the left side is zero for any finite value assigned to $I_1$, while $D\,I_2=\tfrac12$. Hence $d<2$ can't be relaxed to $d\le2$.

In the Lean file below, `radialIntegral (d + 1) D` is $I_1$ and `radialIntegral (d - 1) D` is $I_2$. `quadratic_merges_with_mass` states both convergences and the identity. `polarization` keeps the three terms separate, so transversality isn't built into the definition; `polarization_eq` derives the tensor and `polarization_transverse` its contraction with $q$.

The momentum `q` has lower indices, `g *ᵥ q` is $q^\mu$, and `g` is any real square matrix, whose size is not tied to the real number `d`. The condition `0 < feynmanMass g q m x` is $\Delta>0$; for $0\le x\le1$ and $m\neq0$ it holds whenever $q^2<4m^2$, below the pair-production threshold. The trace, the Feynman parametrization with its momentum shift, the Wick rotation and the angular average enter through the definition. The step left to physics is the analytic continuation from $0<d<2$ to $d$ near 4.

```lean
import Mathlib

open MeasureTheory Set Filter Topology Matrix

namespace VacuumPolarizationDimReg

noncomputable section

/-- The radial loop integrand `l^s / (l² + D)²`, for `l > 0` and `D > 0`. -/
def radialWeight (s D l : ℝ) : ℝ := l ^ s / (l ^ 2 + D) ^ 2

/-- The radial loop integral of `l^s / (l² + D)²` over all `l > 0`, for `D > 0` and
`-1 < s < 3`. -/
def radialIntegral (s D : ℝ) : ℝ := ∫ l in Ioi (0 : ℝ), radialWeight s D l

/-- For `s > -1` and `D > 0` the radial integrand is integrable between zero and any cutoff. -/
theorem intervalIntegrable_radialWeight {s D : ℝ} (hs : -1 < s) (hD : 0 < D) (Λ : ℝ) :
    IntervalIntegrable (radialWeight s D) volume 0 Λ := by
  have hne : ∀ l : ℝ, (l ^ 2 + D) ^ 2 ≠ 0 := fun l => by positivity
  have hc : Continuous (fun l : ℝ => ((l ^ 2 + D) ^ 2)⁻¹) :=
    Continuous.inv₀ (by fun_prop) hne
  have e : radialWeight s D = fun l => l ^ s * ((l ^ 2 + D) ^ 2)⁻¹ := by
    funext l
    simp only [radialWeight, div_eq_mul_inv]
  rw [e]
  exact (intervalIntegral.intervalIntegrable_rpow' hs).mul_continuousOn hc.continuousOn

/-- Power counting: for `s > -1` and `D > 0`, the integrand `l^s / (l² + D)²` is integrable
over all `l > 0` exactly when `s < 3`. -/
theorem integrableOn_radialWeight_iff {s D : ℝ} (hs : -1 < s) (hD : 0 < D) :
    IntegrableOn (radialWeight s D) (Ioi 0) ↔ s < 3 := by
  have h4 : ∀ l : ℝ, 0 < l → l ^ (s - 4) = l ^ s / l ^ 4 := fun l hl => by
    have h : l ^ (4 : ℝ) = l ^ 4 := by exact_mod_cast Real.rpow_natCast l 4
    rw [Real.rpow_sub hl, h]
  constructor
  · -- beyond l = 1 the integrand dominates a multiple of l^(s-4)
    intro h
    have h1 : IntegrableOn (radialWeight s D) (Ioi 1) :=
      h.mono_set (Ioi_subset_Ioi zero_le_one)
    have h2 : IntegrableOn (fun l : ℝ => l ^ (s - 4)) (Ioi 1) := by
      refine Integrable.mono' (Integrable.const_mul h1 ((1 + D) ^ 2))
        (by fun_prop : Measurable fun l : ℝ => l ^ (s - 4)).aestronglyMeasurable ?_
      refine (ae_restrict_iff' measurableSet_Ioi).2 (ae_of_all _ fun l hl => ?_)
      have hl1 : 1 < l := hl
      have hl0 : 0 < l := by linarith
      have hq : 0 < l ^ 2 - 1 := by nlinarith
      have hb : (l ^ 2 + D) ^ 2 ≤ ((1 + D) * l ^ 2) ^ 2 :=
        pow_le_pow_left₀ (by positivity) (by nlinarith [mul_pos hD hq]) 2
      rw [Real.norm_of_nonneg (by positivity), h4 l hl0, radialWeight, ← mul_div_assoc,
        div_le_div_iff₀ (by positivity) (by positivity)]
      nlinarith [mul_le_mul_of_nonneg_left hb (Real.rpow_nonneg hl0.le s)]
    have := (integrableOn_Ioi_rpow_iff one_pos).1 h2
    linarith
  · -- below l = 1 use the cutoff result, above it the bound l^(s-4)
    intro h3
    rw [← Ioc_union_Ioi_eq_Ioi (zero_le_one (α := ℝ))]
    refine IntegrableOn.union ((intervalIntegrable_iff_integrableOn_Ioc_of_le zero_le_one).1
      (intervalIntegrable_radialWeight hs hD 1)) ?_
    have hm : Measurable (radialWeight s D) := by
      unfold radialWeight
      fun_prop
    refine Integrable.mono' (integrableOn_Ioi_rpow_of_lt (by linarith : s - 4 < -1) one_pos)
      hm.aestronglyMeasurable ?_
    refine (ae_restrict_iff' measurableSet_Ioi).2 (ae_of_all _ fun l hl => ?_)
    have hl0 : 0 < l := lt_trans one_pos hl
    have hb : (l ^ 2) ^ 2 ≤ (l ^ 2 + D) ^ 2 :=
      pow_le_pow_left₀ (by positivity) (by linarith) 2
    rw [radialWeight, Real.norm_of_nonneg (by positivity), h4 l hl0,
      div_le_div_iff₀ (by positivity) (by positivity)]
    nlinarith [mul_le_mul_of_nonneg_left hb (Real.rpow_nonneg hl0.le s)]

/-- For `l > 0` and `D > 0`, the derivative of `l^d / (l² + D)` is a combination of the mass
term and the quadratic term. -/
theorem hasDerivAt_surface {d D l : ℝ} (hD : 0 < D) (hl : 0 < l) :
    HasDerivAt (fun l : ℝ => l ^ d / (l ^ 2 + D))
      (d * D * radialWeight (d - 1) D l - (2 - d) * radialWeight (d + 1) D l) l := by
  have h1 : HasDerivAt (fun l : ℝ => l ^ d) (d * l ^ (d - 1)) l :=
    Real.hasDerivAt_rpow_const (Or.inl hl.ne')
  have h2 : HasDerivAt (fun l : ℝ => l ^ 2 + D) (2 * l) l := by
    simpa using (hasDerivAt_pow 2 l).add_const D
  have e1 : l ^ d = l ^ (d - 1) * l := by
    have h := Real.rpow_add_one hl.ne' (d - 1)
    rwa [sub_add_cancel] at h
  have e2 : l ^ (d + 1) = l ^ (d - 1) * l * l := by
    rw [Real.rpow_add_one hl.ne', e1]
  refine (h1.fun_div h2 (by positivity)).congr_deriv ?_
  simp only [radialWeight]
  rw [e2, e1]
  ring

/-- With a hard cutoff `Λ ≥ 0`, for any `d > 0` and `D > 0`, `d D` times the integral of
`l^(d-1) / (l² + D)²` minus `2 - d` times the integral of `l^(d+1) / (l² + D)²`, both from zero to
`Λ`, equals the surface term `Λ^d / (Λ² + D)`. -/
theorem cutoff_surface_term {d D Λ : ℝ} (hd : 0 < d) (hD : 0 < D) (hΛ : 0 ≤ Λ) :
    d * D * (∫ l in (0 : ℝ)..Λ, radialWeight (d - 1) D l)
      - (2 - d) * (∫ l in (0 : ℝ)..Λ, radialWeight (d + 1) D l) = Λ ^ d / (Λ ^ 2 + D) := by
  have i2 := (intervalIntegrable_radialWeight (by linarith : -1 < d - 1) hD Λ).const_mul (d * D)
  have i1 := (intervalIntegrable_radialWeight (by linarith : -1 < d + 1) hD Λ).const_mul (2 - d)
  have hc : Continuous (fun l : ℝ => l ^ d / (l ^ 2 + D)) :=
    (continuous_id.rpow_const fun _ => Or.inr hd.le).div (by fun_prop)
      (fun l => by positivity)
  have h := intervalIntegral.integral_eq_sub_of_hasDerivAt_of_le hΛ hc.continuousOn
    (fun l hl => hasDerivAt_surface hD hl.1) (i2.sub i1)
  rw [intervalIntegral.integral_sub i2 i1, intervalIntegral.integral_const_mul,
    intervalIntegral.integral_const_mul] at h
  rw [h]
  simp [Real.zero_rpow hd.ne']

/-- For `0 < d < 2` and `D > 0` both radial integrals converge, and the quadratic term
merges with the mass term: `(2/d - 1) I₁ = D I₂`. -/
theorem quadratic_merges_with_mass {d D : ℝ} (hd : 0 < d) (hd2 : d < 2) (hD : 0 < D) :
    IntegrableOn (radialWeight (d + 1) D) (Ioi 0) ∧
    IntegrableOn (radialWeight (d - 1) D) (Ioi 0) ∧
    (2 / d - 1) * radialIntegral (d + 1) D = D * radialIntegral (d - 1) D := by
  have i1 := (integrableOn_radialWeight_iff (by linarith : -1 < d + 1) hD).2 (by linarith)
  have i2 := (integrableOn_radialWeight_iff (by linarith : -1 < d - 1) hD).2 (by linarith)
  refine ⟨i1, i2, ?_⟩
  have hc : Continuous (fun l : ℝ => l ^ d / (l ^ 2 + D)) :=
    (continuous_id.rpow_const fun _ => Or.inr hd.le).div (by fun_prop)
      (fun l => by positivity)
  -- the surface term vanishes at infinity because d < 2
  have hlim : Tendsto (fun l : ℝ => l ^ d / (l ^ 2 + D)) atTop (𝓝 0) := by
    refine squeeze_zero' ?_ ?_ (tendsto_rpow_neg_atTop (by linarith : 0 < 2 - d))
    · filter_upwards [eventually_gt_atTop (0 : ℝ)] with l hl
      positivity
    · filter_upwards [eventually_gt_atTop (0 : ℝ)] with l hl
      rw [neg_sub, Real.rpow_sub hl, Real.rpow_two]
      exact div_le_div_of_nonneg_left (by positivity) (by positivity) (by linarith)
  have j2 := Integrable.const_mul i2 (d * D)
  have j1 := Integrable.const_mul i1 (2 - d)
  have h := integral_Ioi_of_hasDerivAt_of_tendsto hc.continuousWithinAt
    (fun l hl => hasDerivAt_surface hD hl) (j2.sub j1) hlim
  rw [integral_sub j2 j1, integral_const_mul, integral_const_mul,
    Real.zero_rpow hd.ne', zero_div, sub_zero] at h
  change d * D * radialIntegral (d - 1) D - (2 - d) * radialIntegral (d + 1) D = 0 at h
  field_simp
  linarith

variable {n : Type*} [Fintype n]

/-- The invariant square `q²` of a momentum `q` with lower indices, for the metric `g` with
upper indices. -/
def sqMomentum (g : Matrix n n ℝ) (q : n → ℝ) : ℝ := q ⬝ᵥ (g *ᵥ q)

/-- The Feynman-parameter mass term `Δ = m² - x(1-x) q²`. -/
def feynmanMass (g : Matrix n n ℝ) (q : n → ℝ) (m x : ℝ) : ℝ :=
  m ^ 2 - x * (1 - x) * sqMomentum g q

/-- The one-loop vacuum polarization at Feynman parameter `x`, after Wick rotation and angular
averaging in `d` dimensions, without its constant prefactor; for `0 < d < 2` and `Δ > 0`. -/
def polarization (g : Matrix n n ℝ) (q : n → ℝ) (m x d : ℝ) : Matrix n n ℝ :=
  Matrix.of fun μ ν => ∫ l in Ioi (0 : ℝ), l ^ (d - 1) *
    ((1 - 2 / d) * l ^ 2 * g μ ν + (m ^ 2 + x * (1 - x) * sqMomentum g q) * g μ ν
      - 2 * x * (1 - x) * ((g *ᵥ q) μ * (g *ᵥ q) ν)) / (l ^ 2 + feynmanMass g q m x) ^ 2

/-- For `0 < d < 2` and `Δ > 0`, the vacuum polarization at Feynman parameter `x` is
`2x(1-x) I₂` times the tensor `q² g - q q`. -/
theorem polarization_eq (g : Matrix n n ℝ) (q : n → ℝ) {m x d : ℝ} (hd : 0 < d) (hd2 : d < 2)
    (hΔ : 0 < feynmanMass g q m x) :
    polarization g q m x d = (2 * x * (1 - x) * radialIntegral (d - 1) (feynmanMass g q m x)) •
      (sqMomentum g q • g - vecMulVec (g *ᵥ q) (g *ᵥ q)) := by
  obtain ⟨i1, i2, h⟩ := quadratic_merges_with_mass hd hd2 hΔ
  ext μ ν
  -- split the integrand into the quadratic term and the rest
  have hsplit : polarization g q m x d μ ν = ∫ l in Ioi (0 : ℝ),
      ((1 - 2 / d) * g μ ν * radialWeight (d + 1) (feynmanMass g q m x) l
        + ((m ^ 2 + x * (1 - x) * sqMomentum g q) * g μ ν
          - 2 * x * (1 - x) * ((g *ᵥ q) μ * (g *ᵥ q) ν))
          * radialWeight (d - 1) (feynmanMass g q m x) l) := by
    refine setIntegral_congr_fun measurableSet_Ioi fun l hl => ?_
    have hl0 : 0 < l := hl
    have e : l ^ (d + 1) = l ^ (d - 1) * l ^ 2 := by
      rw [← Real.rpow_two, ← Real.rpow_add hl0]
      congr 1
      ring
    simp only [radialWeight]
    rw [e]
    ring
  rw [hsplit, integral_add (Integrable.const_mul i1 _) (Integrable.const_mul i2 _),
    integral_const_mul, integral_const_mul]
  change _ * radialIntegral (d + 1) (feynmanMass g q m x)
    + _ * radialIntegral (d - 1) (feynmanMass g q m x) = _
  simp only [Matrix.smul_apply, Matrix.sub_apply, vecMulVec_apply, smul_eq_mul]
  have hm : m ^ 2 = feynmanMass g q m x + x * (1 - x) * sqMomentum g q := by
    unfold feynmanMass
    ring
  rw [hm]
  linear_combination (-g μ ν) * h

/-- For `0 < d < 2` and `Δ > 0`, the vacuum polarization at Feynman parameter `x` is transverse:
its contraction with the photon momentum vanishes. -/
theorem polarization_transverse (g : Matrix n n ℝ) (q : n → ℝ) {m x d : ℝ} (hd : 0 < d)
    (hd2 : d < 2) (hΔ : 0 < feynmanMass g q m x) : polarization g q m x d *ᵥ q = 0 := by
  have hv : ∀ u : n → ℝ, vecMulVec u u *ᵥ q = (q ⬝ᵥ u) • u := fun u => by
    ext i
    simp only [Matrix.mulVec, dotProduct, vecMulVec_apply, Pi.smul_apply, smul_eq_mul,
      Finset.sum_mul]
    exact Finset.sum_congr rfl fun j _ => by ring
  rw [polarization_eq g q hd hd2 hΔ, Matrix.smul_mulVec, Matrix.sub_mulVec,
    Matrix.smul_mulVec, hv, sqMomentum, sub_self, smul_zero]

end

end VacuumPolarizationDimReg
```

```lean
#print axioms VacuumPolarizationDimReg.cutoff_surface_term
#print axioms VacuumPolarizationDimReg.quadratic_merges_with_mass
#print axioms VacuumPolarizationDimReg.polarization_transverse
```

```
'VacuumPolarizationDimReg.cutoff_surface_term' depends on axioms: [propext, Classical.choice, Quot.sound]
'VacuumPolarizationDimReg.quadratic_merges_with_mass' depends on axioms: [propext, Classical.choice, Quot.sound]
'VacuumPolarizationDimReg.polarization_transverse' depends on axioms: [propext, Classical.choice, Quot.sound]
```

`intervalIntegrable_radialWeight` handles small $l$, as an integrable power times a continuous function. `integrableOn_radialWeight_iff` adds the tail by comparison with $l^{s-4}$, where $s$ is the power in the numerator, and finds that, given $s>-1$, the integral converges exactly for $s<3$. `hasDerivAt_surface` is the derivative above, and `cutoff_surface_term` integrates it to a finite $\Lambda$.

The merger theorem applies the fundamental theorem of calculus directly on the half-line. Its `hlim` squeezes the surface term between zero and $l^{d-2}$. In `polarization_eq`, `hsplit` writes the integrand of each tensor entry as a combination of the two radial weights, which are then integrated separately; the final `linear_combination` inserts the merger identity, multiplied by $-g^{\mu\nu}$. The last theorem uses $(u\,u^{T})q=(q\cdot u)\,u$ with $u=gq$.

Integrated over $x$, renormalized and continued to four dimensions, the scalar factor yields the one-loop vacuum-polarization correction to the Coulomb potential in atoms; the tensor here is the polarization's integrand at a single $x$, for $0<d<2$.
